# One added scattering channel: the exact conductivity loss and its saturation for a positive definite collision matrix

**Q:** Which objects and conventions are we talking about?

**A:** There are finitely many electronic states, labelled by `n`. A distribution is a real vector $u$, where $u_k$ is the deviation from equilibrium in state $k$, written as a local shift of the chemical potential. The steady linearized transport equation is $Cu=b$, with collision matrix $C$ and drive $b$. I write $\langle\cdot,\cdot\rangle$ for the ordinary dot product, `⬝ᵥ` in Lean, and `*ᵥ` is a matrix acting on a vector.

```lean
import Mathlib

open Matrix Filter
open scoped Topology

namespace AddedScatteringChannel

noncomputable section

variable {n : Type*} [Fintype n] [DecidableEq n] {C : Matrix n n ℝ}
```

The response to the drive is $x=C^{-1}b$.

```lean
/-- The distribution `C⁻¹ b` with which a system with invertible collision matrix `C`
responds to the drive `b`. -/
def response (C : Matrix n n ℝ) (b : n → ℝ) : n → ℝ := C⁻¹ *ᵥ b
```

The entry $b_k$ is the velocity of state $k$ along the field times $-\partial f/\partial E$, where $f$ is the Fermi function and $E$ the energy. The same factor turns $u_k$ into a current, so the conductivity is $\sigma=\langle b,x\rangle$, without its constant prefactor of charge, volume and so on.

```lean
/-- The conductivity `⟨b, C⁻¹ b⟩`, up to a constant prefactor, for invertible `C`. -/
def conductivity (C : Matrix n n ℝ) (b : n → ℝ) : ℝ := b ⬝ᵥ response C b
```

A new scattering process has a channel vector $g$ and a strength $w$, and it turns $C$ into $C_w=C+w\,gg^{\mathsf T}$. The drive stays fixed.

```lean
/-- The collision matrix `C + w g gᵀ` after adding a channel `g` of strength `w`. -/
def addChannel (C : Matrix n n ℝ) (w : ℝ) (g : n → ℝ) : Matrix n n ℝ :=
  C + w • Matrix.vecMulVec g g
```

The loss will depend on how the old system responds to the channel vector itself, through the number $R=\langle g,C^{-1}g\rangle$.

```lean
/-- The number `R = ⟨g, C⁻¹ g⟩` of a channel `g`, for invertible `C`. -/
def channelResponse (C : Matrix n n ℝ) (g : n → ℝ) : ℝ := g ⬝ᵥ response C g
```

For transitions between states $i$ and $j$ the vector is $g=e_i-e_j$, where $e_k$ is the unit vector of state $k$.

```lean
/-- The channel vector `e_i - e_j` for scattering between the states `i` and `j`. -/
def pairChannel (i j : n) : n → ℝ := Pi.single i 1 - Pi.single j 1
```

**Q:** Why should $e_i-e_j$ describe scattering?

**A:** Because $w\,gg^{\mathsf T}u=w(u_i-u_j)(e_i-e_j)$. State $i$ loses at a rate proportional to $u_i-u_j$, and state $j$ gains the same amount. In these variables $w$ is the equilibrium transition rate divided by $k_{\mathrm B}T$, and detailed balance makes that rate the same in both directions.

**Q:** Then I object to positive definiteness. If all collisions conserve particle number, a uniform $u$ doesn't relax.

**A:** Correct, and such a $C$ is only semidefinite, so the theorems don't apply to it directly. The hypothesis `C.PosDef` says that $C$ is symmetric and that every nonzero deviation is damped. Physically, even the uniform one must relax, for instance by exchange with a reservoir. For a conserving $C$ whose only undamped mode is the uniform one, and a drive orthogonal to that mode, you can work in an orthonormal basis of the remaining space. In such a basis $g$ need not be a difference of two basis vectors, which is one reason to treat general $g$.

**Q:** Show me the loss by hand.

**A:** Let $y=C^{-1}g$ and try $u=x-cy$ with an unknown number $c$. Since $Cx=b$, $Cy=g$ and $\langle g,y\rangle=R$,
$$C_wu=b-cg+w\bigl(\langle g,x\rangle-cR\bigr)g .$$
This equals $b$ if $c=w(\langle g,x\rangle-cR)$, that is,
$$c=\frac{w\langle g,x\rangle}{1+wR}.$$
The denominator is positive for $w\ge0$, because $R=\langle Cy,y\rangle\ge0$. The solution is unique, because
$$\langle v,C_wv\rangle=\langle v,Cv\rangle+w\langle g,v\rangle^2>0\quad\text{for } v\neq0 .$$
Now pair $u$ with $b$. Symmetry of $C$ gives $\langle b,y\rangle=\langle Cx,y\rangle=\langle x,Cy\rangle=\langle g,x\rangle$, so the new conductivity is
$$\sigma_w=\sigma-\frac{w\langle g,x\rangle^2}{1+wR}.$$
For $g=e_i-e_j$ we have $\langle g,x\rangle=x_i-x_j$. If $i\ne j$, then $g\neq0$, hence $y\ne0$ and $R>0$. For $w>0$ the loss is $(x_i-x_j)^2/(1/w+R)$, which tends to $(x_i-x_j)^2/R$ as $w\to\infty$.

**Q:** Shouldn't infinitely strong scattering destroy the conductivity altogether?

**A:** It only forces $u_i=u_j$; other patterns can still carry current. Take three states with $C$ the identity and $b=(1,0,-1)$, so that $\sigma=2$. For scattering between the first two states, $R=2$ and the loss is $w/(1+2w)$, so the conductivity falls towards $3/2$. For scattering between the first and the third, the loss is $4w/(1+2w)$, and the conductivity does fall to zero.

**Q:** Now the Lean proof. Where does it begin?

**A:** With the action of the new term, $C_wu=Cu+w\langle g,u\rangle g$. The proof compares components and expands the sums.

```lean
omit [DecidableEq n] in
/-- The added channel acts on a distribution `u` by the extra term `w ⟨g, u⟩ g`. -/
theorem addChannel_mulVec (C : Matrix n n ℝ) (w : ℝ) (g u : n → ℝ) :
    addChannel C w g *ᵥ u = C *ᵥ u + (w * (g ⬝ᵥ u)) • g := by
  ext k
  simp only [addChannel, Matrix.mulVec, dotProduct, Matrix.add_apply, Matrix.smul_apply,
    Matrix.vecMulVec_apply, smul_eq_mul, Pi.add_apply, Pi.smul_apply, add_mul,
    Finset.sum_add_distrib, Finset.mul_sum, Finset.sum_mul]
  congr 1
  apply Finset.sum_congr rfl
  intro l _
  ring
```

Next, $C_w$ stays positive definite. The first half checks symmetry. The second is the inequality for $\langle v,C_wv\rangle$ above, where `nlinarith` receives the nonnegative term $w\langle g,v\rangle^2$.

```lean
omit [DecidableEq n] in
/-- A positive definite collision matrix stays positive definite when a channel of
nonnegative strength is added. -/
theorem addChannel_posDef (hC : C.PosDef) {w : ℝ} (hw : 0 ≤ w) (g : n → ℝ) :
    (addChannel C w g).PosDef := by
  rw [Matrix.posDef_iff_dotProduct_mulVec]
  constructor
  · refine Matrix.IsHermitian.ext (fun k l => ?_)
    have h : C l k = C k l := by simpa using hC.isHermitian.apply k l
    simp only [addChannel, Matrix.add_apply, Matrix.smul_apply, Matrix.vecMulVec_apply,
      smul_eq_mul, star_trivial, h]
    ring
  · intro u hu
    have h : 0 < u ⬝ᵥ C *ᵥ u := by simpa using hC.dotProduct_mulVec_pos hu
    rw [star_trivial, addChannel_mulVec, dotProduct_add, dotProduct_smul, smul_eq_mul,
      dotProduct_comm u g]
    nlinarith [mul_nonneg hw (mul_self_nonneg (g ⬝ᵥ u))]
```

**Q:** How does Lean know that `C⁻¹` is a true inverse?

**A:** That deserves a closer look. Mathlib defines `⁻¹` for every square matrix and returns zero when the determinant is not invertible. The cancellation rules `Matrix.mul_nonsing_inv` and `Matrix.nonsing_inv_mul` therefore ask for a proof of `IsUnit C.det`. Positive definiteness supplies it: `hC.det_pos` says that the determinant is positive, `.ne'` that it is nonzero, and `.isUnit` that it is invertible. The two rules then give the two directions of an equivalence: $u$ is the response exactly when $Cu=b$. From here on, a claim about an inverse can be settled by substitution into a linear equation.

```lean
/-- For positive definite `C` the response is the one and only solution of the linearized
transport equation `C u = b`. -/
theorem eq_response_iff (hC : C.PosDef) (u b : n → ℝ) :
    u = response C b ↔ C *ᵥ u = b := by
  have hdet : IsUnit C.det := hC.det_pos.ne'.isUnit
  constructor
  · intro h
    rw [h, response, Matrix.mulVec_mulVec, Matrix.mul_nonsing_inv _ hdet, Matrix.one_mulVec]
  · intro h
    rw [response, ← h, Matrix.mulVec_mulVec, Matrix.nonsing_inv_mul _ hdet, Matrix.one_mulVec]
```

The sign of $R$ comes from $R=\langle y,Cy\rangle$, with the case $g=0$ treated separately.

```lean
/-- For positive definite `C` the number `R = ⟨g, C⁻¹ g⟩` is nonnegative, and it is positive
exactly when the channel vector is nonzero. -/
theorem channelResponse_pos (hC : C.PosDef) (g : n → ℝ) :
    0 ≤ channelResponse C g ∧ (0 < channelResponse C g ↔ g ≠ 0) := by
  by_cases hg : g = 0
  · subst hg
    simp [channelResponse]
  · have hy : C *ᵥ response C g = g := (eq_response_iff hC _ _).1 rfl
    have hy0 : response C g ≠ 0 := by
      intro h
      rw [h, Matrix.mulVec_zero] at hy
      exact hg hy.symm
    -- R is the quadratic form of C at the response to g
    have h : 0 < response C g ⬝ᵥ C *ᵥ response C g := by
      simpa using hC.dotProduct_mulVec_pos hy0
    rw [hy, dotProduct_comm] at h
    exact ⟨le_of_lt h, fun _ => hg, fun _ => h⟩
```

**Q:** And the trial solution?

**A:** It is substituted just as by hand. The equivalence is applied to $C_w$, which is why its positive definiteness came first. The step `key` is the scalar equation $w(\langle g,x\rangle-cR)=c$, and after it the two multiples of $g$ cancel.

```lean
/-- For positive definite `C` and `w ≥ 0`, the added channel changes the distribution by a
multiple of `C⁻¹ g`, namely by `-w ⟨g, x⟩ / (1 + w R)` times it, where `x = C⁻¹ b`. -/
theorem response_addChannel (hC : C.PosDef) {w : ℝ} (hw : 0 ≤ w) (g b : n → ℝ) :
    response (addChannel C w g) b = response C b
      - (w * (g ⬝ᵥ response C b) / (1 + w * channelResponse C g)) • response C g := by
  have hR := (channelResponse_pos hC g).1
  have hne : 1 + w * channelResponse C g ≠ 0 := by
    have := mul_nonneg hw hR
    linarith
  have hc := div_mul_cancel₀ (w * (g ⬝ᵥ response C b)) hne
  -- insert the proposed distribution into the new transport equation
  symm
  apply (eq_response_iff (addChannel_posDef hC hw g) _ _).2
  rw [addChannel_mulVec, Matrix.mulVec_sub, Matrix.mulVec_smul,
    (eq_response_iff hC _ b).1 rfl, (eq_response_iff hC _ g).1 rfl,
    dotProduct_sub, dotProduct_smul, smul_eq_mul]
  have key : w * (g ⬝ᵥ response C b - w * (g ⬝ᵥ response C b) /
      (1 + w * channelResponse C g) * channelResponse C g)
      = w * (g ⬝ᵥ response C b) / (1 + w * channelResponse C g) := by
    linear_combination -hc
  change _ - _ + (w * (_ - _ * channelResponse C g)) • g = b
  rw [key, sub_add_cancel]
```

Pairing with $b$ gives the loss for any channel vector. The step `hrec` is the reciprocity $\langle b,y\rangle=\langle g,x\rangle$, the one place where the symmetry of $C$ is used to move it across the dot product.

```lean
/-- For positive definite `C`, any channel `g` of strength `w ≥ 0` lowers the conductivity by
exactly `w ⟨g, x⟩² / (1 + w R)`, where `x = C⁻¹ b`. -/
theorem conductivity_addChannel (hC : C.PosDef) {w : ℝ} (hw : 0 ≤ w) (g b : n → ℝ) :
    conductivity (addChannel C w g) b = conductivity C b
      - w * (g ⬝ᵥ response C b) ^ 2 / (1 + w * channelResponse C g) := by
  have hT : Cᵀ = C := by
    ext k l
    simpa using hC.isHermitian.apply k l
  -- reciprocity: the symmetry of C exchanges drive and channel
  have hrec : b ⬝ᵥ response C g = g ⬝ᵥ response C b := by
    calc b ⬝ᵥ response C g = (C *ᵥ response C b) ⬝ᵥ response C g := by
          rw [(eq_response_iff hC _ b).1 rfl]
      _ = response C b ⬝ᵥ (C *ᵥ response C g) := by
          rw [Matrix.dotProduct_mulVec, ← Matrix.mulVec_transpose, hT]
      _ = g ⬝ᵥ response C b := by
          rw [(eq_response_iff hC _ g).1 rfl, dotProduct_comm]
  unfold conductivity
  rw [response_addChannel hC hw, dotProduct_sub, dotProduct_smul, smul_eq_mul, hrec]
  ring
```

**Q:** Does the argument reach beyond the conductivity itself?

**A:** Pair the same corrected distribution with a second vector $a$, say the one belonging to the heat current. The cross coefficient $\langle a,C^{-1}b\rangle$ then drops by $w\langle g,C^{-1}a\rangle\langle g,x\rangle/(1+wR)$. This product can have either sign, so extra scattering may raise a thermoelectric coefficient. That formula is a short step by hand from `response_addChannel`, and the file doesn't state it.

**Q:** Back to two states, then. What exactly does the main theorem say?

**A:** First it needs $\langle e_i-e_j,u\rangle=u_i-u_j$.

```lean
/-- The pair channel measures the difference `u_i - u_j` of a distribution. -/
theorem pairChannel_dotProduct (i j : n) (u : n → ℝ) :
    pairChannel i j ⬝ᵥ u = u i - u j := by
  simp [pairChannel, sub_dotProduct]
```

The theorem takes a positive definite `C`, any drive `b` and distinct states `i`, `j`, and it concludes three things. The number $R$ is positive. For every $w\ge0$ the conductivity of $C_w$ is the old one minus $w(x_i-x_j)^2/(1+wR)$. As a function of $w$, it converges to $\sigma-(x_i-x_j)^2/R$; this is the `Tendsto … atTop` part. If $x_i=x_j$, the loss is zero at every strength.

In the proof, `hg` shows that $g\neq0$, and `hf` specialises the general formula. The limit is taken in the form with $1/w+R$. The proof shows that this form equals the loss for $w>0$, and `congr'` then transfers the limit, because agreement at all sufficiently large $w$ is enough.

```lean
/-- Let `C` be positive definite, `x = C⁻¹ b` and `i ≠ j`. Then `R > 0`, scattering of strength
`w ≥ 0` between `i` and `j` lowers the conductivity by exactly `w (x_i - x_j)² / (1 + w R)`,
and as `w → ∞` the loss saturates at `(x_i - x_j)² / R`. -/
theorem conductivity_drop_and_saturation (hC : C.PosDef) (b : n → ℝ) {i j : n} (hij : i ≠ j) :
    0 < channelResponse C (pairChannel i j) ∧
    (∀ w : ℝ, 0 ≤ w → conductivity (addChannel C w (pairChannel i j)) b = conductivity C b
      - w * (response C b i - response C b j) ^ 2
        / (1 + w * channelResponse C (pairChannel i j))) ∧
    Tendsto (fun w : ℝ => conductivity (addChannel C w (pairChannel i j)) b) atTop
      (𝓝 (conductivity C b - (response C b i - response C b j) ^ 2
        / channelResponse C (pairChannel i j))) := by
  have hg : pairChannel i j ≠ 0 := by
    intro h
    have h1 := congrFun h i
    simp [pairChannel, hij] at h1
  have hR := (channelResponse_pos hC (pairChannel i j)).2.2 hg
  have hf : ∀ w : ℝ, 0 ≤ w → conductivity (addChannel C w (pairChannel i j)) b
      = conductivity C b - w * (response C b i - response C b j) ^ 2
        / (1 + w * channelResponse C (pairChannel i j)) := by
    intro w hw
    rw [conductivity_addChannel hC hw, pairChannel_dotProduct]
  refine ⟨hR, hf, ?_⟩
  -- for w > 0 the loss is (x_i - x_j)² / (1/w + R)
  have h1 : Tendsto (fun w : ℝ => conductivity C b - (response C b i - response C b j) ^ 2
      / (w⁻¹ + channelResponse C (pairChannel i j))) atTop
      (𝓝 (conductivity C b - (response C b i - response C b j) ^ 2
        / (0 + channelResponse C (pairChannel i j)))) :=
    tendsto_const_nhds.sub (tendsto_const_nhds.div
      (tendsto_inv_atTop_zero.add tendsto_const_nhds) (by simpa using hR.ne'))
  rw [zero_add] at h1
  refine h1.congr' ?_
  filter_upwards [eventually_gt_atTop (0 : ℝ)] with w hw
  have h2 : 1 + w * channelResponse C (pairChannel i j)
      = w * (w⁻¹ + channelResponse C (pairChannel i j)) := by
    rw [mul_add, mul_inv_cancel₀ hw.ne']
  rw [hf w hw.le, h2, mul_div_mul_left _ _ hw.ne']
```

**Q:** What does it leave out that I would care about?

**A:** It does not derive $C$ from microscopic rates, and it treats neither a continuum of states nor a magnetic field, which would add an antisymmetric part to the matrix. Within a finite, linearized model with damped modes, it gives the effect of one extra channel at every strength from two linear solves with the old matrix, for $x$ and $y$. A real impurity or phonon usually couples many pairs of states. Each pair is then a channel of its own, and the formula can be applied to the pairs one after another, with the matrix updated each time.

**Q:** You said that strong scattering forces $u_i=u_j$. At what rate?

**A:** Pair the corrected distribution with $g$:
$$u_i-u_j=(x_i-x_j)-cR=\frac{x_i-x_j}{1+wR}.$$
The Lean proof does the same, and clears the denominator with `eq_div_iff`.

```lean
/-- For positive definite `C` and `w ≥ 0`, scattering between `i` and `j` shrinks the difference
`x_i - x_j` of the distribution by the factor `1 / (1 + w R)`. -/
theorem response_difference (hC : C.PosDef) {w : ℝ} (hw : 0 ≤ w) (b : n → ℝ) (i j : n) :
    response (addChannel C w (pairChannel i j)) b i
      - response (addChannel C w (pairChannel i j)) b j
      = (response C b i - response C b j)
        / (1 + w * channelResponse C (pairChannel i j)) := by
  have hR := (channelResponse_pos hC (pairChannel i j)).1
  have hne : 1 + w * channelResponse C (pairChannel i j) ≠ 0 := by
    have := mul_nonneg hw hR
    linarith
  have hc := div_mul_cancel₀ (w * (pairChannel i j ⬝ᵥ response C b)) hne
  rw [← pairChannel_dotProduct i j (response (addChannel C w (pairChannel i j)) b),
    ← pairChannel_dotProduct i j (response C b), response_addChannel hC hw,
    dotProduct_sub, dotProduct_smul, smul_eq_mul]
  change _ - _ * channelResponse C (pairChannel i j) = _
  rw [eq_div_iff hne]
  linear_combination -channelResponse C (pairChannel i j) * hc
```

**Q:** So is the limiting conductivity ever attained?

**A:** Not at finite strength if $x_i\ne x_j$. The loss is below its limit because $w/(1+wR)<1/R$, which after cross-multiplication reads $wR<1+wR$. The hypothesis $x_i\neq x_j$ already implies $i\ne j$, so the theorem doesn't ask for that separately. In the proof, `div_lt_div_iff₀` cross-multiplies and `nlinarith` finishes.

```lean
/-- For positive definite `C` and `x_i ≠ x_j`, the conductivity at any finite strength `w ≥ 0`
stays strictly above its saturated value. -/
theorem saturation_not_reached (hC : C.PosDef) {w : ℝ} (hw : 0 ≤ w) (b : n → ℝ) {i j : n}
    (hx : response C b i ≠ response C b j) :
    conductivity C b - (response C b i - response C b j) ^ 2
      / channelResponse C (pairChannel i j)
      < conductivity (addChannel C w (pairChannel i j)) b := by
  have hij : i ≠ j := fun h => hx (by rw [h])
  obtain ⟨hR, hf, -⟩ := conductivity_drop_and_saturation hC b hij
  have ha : 0 < (response C b i - response C b j) ^ 2 := by
    have := sub_ne_zero.2 hx
    positivity
  have hpos : 0 < 1 + w * channelResponse C (pairChannel i j) := by
    have := mul_nonneg hw hR.le
    linarith
  rw [hf w hw]
  apply sub_lt_sub_left
  rw [div_lt_div_iff₀ hpos hR]
  nlinarith

end

end AddedScatteringChannel
```

```lean
#print axioms AddedScatteringChannel.conductivity_drop_and_saturation
#print axioms AddedScatteringChannel.response_difference
#print axioms AddedScatteringChannel.saturation_not_reached
```

```
'AddedScatteringChannel.conductivity_drop_and_saturation' depends on axioms: [propext, Classical.choice, Quot.sound]
'AddedScatteringChannel.response_difference' depends on axioms: [propext, Classical.choice, Quot.sound]
'AddedScatteringChannel.saturation_not_reached' depends on axioms: [propext, Classical.choice, Quot.sound]
```
